# A negative-U defect at fixed partial filling: on cooling to absolute zero, the chemical potential tends to half the two-electron addition energy

When a defect with attractive effective interaction is cooled at a fixed mean filling $n$ strictly between 0 and 2 electrons, its chemical potential $\mu$ tends to $(E_2-E_0)/2$. Here $E_0$, $E_1$ and $E_2$ are the energies of the defect with 0, 1 and 2 electrons. At each positive temperature exactly one $\mu$ gives the required filling.

The interaction is $U=E_0+E_2-2E_1$, called `effU` in the code. If $U<0$, one empty and one doubly occupied defect together cost less energy than two singly occupied ones. This can happen when lattice relaxation around the electron pair outweighs its Coulomb repulsion.

```lean
import Mathlib

open Filter Topology

namespace FermiLevelPinning

noncomputable section

/-- Effective interaction `U = E0 + E2 - 2 E1` of two electrons on the defect. -/
def effU (E0 E1 E2 : ℝ) : ℝ := E0 + E2 - 2 * E1
```

With inverse temperature $\beta=1/k_BT$, the three charge states have the grand-canonical weights $e^{-\beta E_0}$, $g\,e^{-\beta(E_1-\mu)}$ and $e^{-\beta(E_2-2\mu)}$. The number $g>0$ is the degeneracy of the singly occupied state, for instance 2 for a free spin; the other two states are taken as non-degenerate. The mean electron number $\langle N\rangle$ is the weighted average of 0, 1 and 2, and `meanOcc` is this quotient. All parameters are real numbers, and the energies do not depend on temperature.

```lean
/-- Mean electron number of a defect with charge-state energies `E0, E1, E2`, degeneracy `g > 0`
of the singly occupied state, inverse temperature `β` and chemical potential `μ`. -/
def meanOcc (E0 E1 E2 g β μ : ℝ) : ℝ :=
  (g * Real.exp (-β * (E1 - μ)) + 2 * Real.exp (-β * (E2 - 2 * μ))) /
    (Real.exp (-β * E0) + g * Real.exp (-β * (E1 - μ)) + Real.exp (-β * (E2 - 2 * μ)))
```

For independent, identical defects of this kind, the limit is the thermodynamic transition level between the empty and the doubly occupied state, which electronic-structure work obtains from total energies. That the filling stays at $n$ during cooling is assumed; in a material, charge neutrality with dopants and carriers decides it.

The filling condition will become a quadratic equation, so its positive root comes first.

## (a) A formula for the positive root

Let $p\ge 0$, $c>0$, and let $y>0$ solve $py^2+by=c$. Note that $c$ stands on the right, unlike in the textbook form. Show that
$$y=\frac{2c}{b+\sqrt{b^2+4pc}}.$$

Since $y(b+py)=c>0$, we have $b+py>0$, and hence $b+2py>0$. Substituting for $c$ gives
$$b^2+4pc=b^2+4p(py^2+by)=(b+2py)^2,$$
so the square root is $b+2py$. The denominator is then $2(b+py)$, and $2c/[2(b+py)]=y$. There is therefore at most one positive solution. The formula also remains usable at $p=0$ if $b>0$.

The definition `posRoot` records the formula. In the proof, `hk` is the positivity of $b+py$ and `hs` is the perfect square.

```lean
/-- Closed form for the positive root of `p y² + b y = c`, meant for `c > 0` and either `p > 0`,
or `p = 0` and `b > 0`. -/
def posRoot (p b c : ℝ) : ℝ := 2 * c / (b + √(b ^ 2 + 4 * p * c))

/-- For `p ≥ 0` and `c > 0`, a positive solution of `p y² + b y = c` is given by `posRoot`. -/
theorem eq_posRoot {p b c y : ℝ} (hp : 0 ≤ p) (hc : 0 < c) (hy : 0 < y)
    (h : p * y ^ 2 + b * y = c) : y = posRoot p b c := by
  have hk : 0 < b + p * y := by
    by_contra hn
    nlinarith [mul_nonneg (sub_nonneg.2 (not_lt.mp hn)) hy.le]
  have hpy : 0 ≤ p * y := mul_nonneg hp hy.le
  -- the discriminant is a perfect square
  have hs : √(b ^ 2 + 4 * p * c) = b + 2 * p * y := by
    rw [show b ^ 2 + 4 * p * c = (b + 2 * p * y) ^ 2 by linear_combination (-4 * p) * h]
    exact Real.sqrt_sq (by linarith)
  have hd : 0 < b + (b + 2 * p * y) := by linarith
  rw [posRoot, hs, eq_div_iff hd.ne']
  linear_combination 2 * h
```

## (b) Existence of the root

Let $p>0$, $c>0$ and let $b$ be any real number. Show that some $y>0$ satisfies
$$py^2+by=c.$$

Put $s=\sqrt{b^2+4pc}$. Then $s>|b|\ge b$, so $y=(s-b)/(2p)$ is positive. With $2py=s-b$,
$$4p(py^2+by)=(s-b)^2+2b(s-b)=s^2-b^2=4pc,$$
and division by $4p$ gives the equation. The last line of the code does the same, cancelling the factor $4p$.

```lean
/-- For `p > 0` and `c > 0` the equation `p y² + b y = c` has a positive solution. -/
theorem exists_pos_root {p c : ℝ} (b : ℝ) (hp : 0 < p) (hc : 0 < c) :
    ∃ y : ℝ, 0 < y ∧ p * y ^ 2 + b * y = c := by
  have hpc : 0 < p * c := mul_pos hp hc
  obtain ⟨s, hs0, hs2⟩ : ∃ s : ℝ, 0 ≤ s ∧ s ^ 2 = b ^ 2 + 4 * p * c :=
    ⟨√(b ^ 2 + 4 * p * c), Real.sqrt_nonneg _, Real.sq_sqrt (by nlinarith [sq_nonneg b])⟩
  have hbs : b < s := by
    by_contra hn
    have h0 : 0 ≤ b - s := sub_nonneg.2 (not_lt.mp hn)
    nlinarith [mul_nonneg hs0 h0, sq_nonneg (b - s)]
  obtain ⟨y, hy⟩ : ∃ y : ℝ, y = (s - b) / (2 * p) := ⟨_, rfl⟩
  have h2p : 0 < 2 * p := by linarith
  have hy' : 2 * p * y = s - b := by
    rw [eq_div_iff h2p.ne'] at hy
    linarith
  refine ⟨y, by rw [hy]; exact div_pos (by linarith) h2p, ?_⟩
  have h4p : 4 * p ≠ 0 := by linarith
  exact mul_left_cancel₀ h4p (by linear_combination hs2 + (2 * p * y + b + s) * hy')
```

## (c) Continuity of the root

Let $p(\beta)\to p_0$ and $b(\beta)\to b_0$ as $\beta\to\infty$, with $c$ fixed and $b_0+\sqrt{b_0^2+4p_0c}\neq 0$. Show that
$$\frac{2c}{b(\beta)+\sqrt{b(\beta)^2+4p(\beta)c}}\;\to\;\frac{2c}{b_0+\sqrt{b_0^2+4p_0c}}.$$

The radicand converges, the square root is continuous, and the limit of the denominator is not zero, so the quotient converges. Lean's real square root is 0 on negative numbers and continuous everywhere, which is why no sign condition appears; in the uses below the radicand is never negative.

```lean
/-- If `p β` tends to `p₀` and `b β` to `b₀` as `β` grows, with `c` fixed, then
`posRoot (p β) (b β) c` tends to `posRoot p₀ b₀ c`, provided the latter's denominator is nonzero. -/
theorem tendsto_posRoot {p b : ℝ → ℝ} {p₀ b₀ c : ℝ} (hp : Tendsto p atTop (𝓝 p₀))
    (hb : Tendsto b atTop (𝓝 b₀)) (h : b₀ + √(b₀ ^ 2 + 4 * p₀ * c) ≠ 0) :
    Tendsto (fun β => posRoot (p β) (b β) c) atTop (𝓝 (posRoot p₀ b₀ c)) := by
  have hs : Tendsto (fun β => √(b β ^ 2 + 4 * p β * c)) atTop
      (𝓝 (√(b₀ ^ 2 + 4 * p₀ * c))) :=
    (Real.continuous_sqrt.tendsto _).comp ((hb.pow 2).add ((hp.const_mul 4).mul_const c))
  exact tendsto_const_nhds.div (hb.add hs) h
```

## (d) The filling condition as a quadratic

Put $y=e^{\beta(\mu-(E_2-E_0)/2)}$. Show that $\langle N\rangle=n$ holds exactly when
$$(2-n)\,y^2+(1-n)\,g\,e^{\beta U/2}\,y=n.$$

Measure the weights relative to that of the empty state. Comparing exponents gives
$$e^{-\beta(E_1-\mu)}=e^{-\beta E_0}e^{\beta U/2}y,\qquad e^{-\beta(E_2-2\mu)}=e^{-\beta E_0}y^2.$$
With $a=g\,e^{\beta U/2}$ the common factor cancels, and the condition reads
$$\frac{ay+2y^2}{1+ay+y^2}=n.$$
The denominator is positive. Multiplying by it and collecting powers of $y$ gives the quadratic, and each step can be reversed. In the code, `h1` and `h2` are the two exponential identities and `hZ` is the positivity of the denominator.

```lean
/-- For `g > 0`, fixing the mean occupancy at `n` is the same as a quadratic equation for
`y = exp(β(μ - (E2 - E0)/2))`. -/
theorem filling_iff {E0 E1 E2 g β μ n : ℝ} (hg : 0 < g) :
    meanOcc E0 E1 E2 g β μ = n ↔
      (2 - n) * Real.exp (β * (μ - (E2 - E0) / 2)) ^ 2 +
        (1 - n) * (g * Real.exp (β * (effU E0 E1 E2 / 2))) *
          Real.exp (β * (μ - (E2 - E0) / 2)) = n := by
  -- measure both weights relative to that of the empty state
  have h1 : Real.exp (-β * (E1 - μ)) = Real.exp (-β * E0) *
      Real.exp (β * (effU E0 E1 E2 / 2)) * Real.exp (β * (μ - (E2 - E0) / 2)) := by
    rw [← Real.exp_add, ← Real.exp_add]
    congr 1
    unfold effU
    ring
  have h2 : Real.exp (-β * (E2 - 2 * μ)) = Real.exp (-β * E0) *
      Real.exp (β * (μ - (E2 - E0) / 2)) ^ 2 := by
    rw [sq, ← Real.exp_add, ← Real.exp_add]
    congr 1
    ring
  have hw : 0 < Real.exp (-β * E0) := Real.exp_pos _
  have hZ : 0 < Real.exp (-β * E0) + g * Real.exp (-β * (E1 - μ)) +
      Real.exp (-β * (E2 - 2 * μ)) := by positivity
  rw [meanOcc, div_eq_iff hZ.ne', h1, h2]
  constructor
  · intro h
    exact mul_left_cancel₀ hw.ne' (by linear_combination h)
  · intro h
    linear_combination Real.exp (-β * E0) * h
```

## (e) One chemical potential for each filling

Let $g>0$, $\beta>0$ and $0<n<2$. Show, for either sign of $U$, that
$$\exists!\,\mu\in\mathbb R:\quad \langle N\rangle(\mu)=n.$$

In the quadratic of (d), the leading coefficient $2-n$ and the right-hand side $n$ are positive. By (b) it has a positive root $y$, and
$$\mu=\frac{E_2-E_0}{2}+\frac{\ln y}{\beta}$$
has the required filling. If $\nu$ is another such chemical potential, its exponential is also a positive root. By (a) the two roots agree, and taking logarithms gives $\nu=\mu$.

```lean
/-- For `g, β > 0` and any filling `0 < n < 2`, exactly one chemical potential gives mean
occupancy `n`. -/
theorem existsUnique_mu (E0 E1 E2 : ℝ) {g β n : ℝ} (hg : 0 < g) (hβ : 0 < β)
    (hn0 : 0 < n) (hn2 : n < 2) : ∃! μ : ℝ, meanOcc E0 E1 E2 g β μ = n := by
  have h2 : 0 < 2 - n := by linarith
  obtain ⟨y, hy, h⟩ :=
    exists_pos_root ((1 - n) * (g * Real.exp (β * (effU E0 E1 E2 / 2)))) h2 hn0
  have he : Real.exp (β * ((E2 - E0) / 2 + Real.log y / β - (E2 - E0) / 2)) = y := by
    have hc : β * (Real.log y / β) = Real.log y := by field_simp
    rw [add_sub_cancel_left, hc, Real.exp_log hy]
  refine ⟨(E2 - E0) / 2 + Real.log y / β, (filling_iff hg).2 (by rw [he]; exact h), ?_⟩
  intro ν hν
  have e := (eq_posRoot h2.le hn0 (Real.exp_pos _) ((filling_iff hg).1 hν)).trans
    (eq_posRoot h2.le hn0 hy h).symm
  have l : Real.log y / β = ν - (E2 - E0) / 2 := by
    rw [div_eq_iff hβ.ne', ← e, Real.log_exp]
    ring
  linarith
```

## (f) One electron on average

Let $g>0$. Show that at every temperature and for every $U$
$$\langle N\rangle\big|_{\mu=(E_2-E_0)/2}=1.$$

At this $\mu$ we have $y=1$. With $n=1$ the linear term of the quadratic vanishes, and what remains is $1\cdot 1^2=1$.

```lean
/-- For `g > 0`, the chemical potential `(E2 - E0)/2` gives mean occupancy one at every `β`. -/
theorem half_filling (E0 E1 E2 β : ℝ) {g : ℝ} (hg : 0 < g) :
    meanOcc E0 E1 E2 g β ((E2 - E0) / 2) = 1 := by
  rw [filling_iff hg, sub_self, mul_zero, Real.exp_zero]
  ring
```

## (g) Decay of an exponential

For a constant $c<0$, unrelated to the one in (a), show that
$$e^{\beta c}\to 0\quad(\beta\to\infty).$$

The exponent $\beta c$ tends to $-\infty$, and the exponential tends to 0 there. The code composes these two limits.

```lean
lemma exp_decay {c : ℝ} (hc : c < 0) :
    Tendsto (fun β : ℝ => Real.exp (β * c)) atTop (𝓝 0) :=
  Real.tendsto_exp_atBot.comp (tendsto_id.atTop_mul_const_of_neg hc)
```

## (h) From a scaled offset to a limit

Let $m$ and $L$ be real numbers and let $\beta(\mu(\beta)-m)\to L$ as $\beta\to\infty$. Show that
$$\mu(\beta)\to m.$$

For $\beta>0$,
$$\mu(\beta)=m+\frac1\beta\cdot\beta(\mu(\beta)-m)\;\to\; m+0\cdot L=m.$$
The step with `filter_upwards` restricts the identity to $\beta>0$, which is enough for the limit.

```lean
lemma tendsto_of_scaled {μ : ℝ → ℝ} {m L : ℝ}
    (h : Tendsto (fun β => β * (μ β - m)) atTop (𝓝 L)) : Tendsto μ atTop (𝓝 m) := by
  have h1 := (h.mul tendsto_inv_atTop_zero).add_const m
  rw [mul_zero, zero_add] at h1
  refine h1.congr' ?_
  filter_upwards [eventually_gt_atTop 0] with β hβ
  have hβ' := hβ.ne'
  field_simp
  ring
```

## (i) The leading thermal correction

Let $U<0$, $g>0$ and $0<n<2$, and let $\mu(\beta)$ keep the filling at $n$ for all $\beta>0$. Show that
$$\beta\left(\mu(\beta)-\frac{E_2-E_0}{2}\right)\to\frac12\ln\frac{n}{2-n}.$$

By (g), the coefficient $(1-n)\,g\,e^{\beta U/2}$ tends to 0: the singly occupied state freezes out. The limiting equation $(2-n)y^2=n$ has the positive root $\sqrt{n/(2-n)}$. The limiting denominator in (c) is $\sqrt{4(2-n)n}>0$, so $y(\beta)$ converges to this root. Its logarithm is the scaled offset on the left, and the logarithm is continuous at positive numbers.

In the code, `hb` is the freezing out, `hden` the non-zero denominator and `hL` the limiting root. To first order in temperature, $\mu$ thus shifts by $\tfrac12k_BT\ln[n/(2-n)]$, and $g$ does not enter.

```lean
/-- For `U < 0`, `g > 0` and fixed filling `0 < n < 2`, the offset of the chemical potential from
`(E2 - E0)/2`, in units of `1/β`, tends to `ln(n/(2 - n))/2` as `β` grows. -/
theorem pinning_rate {E0 E1 E2 g n : ℝ} (hU : effU E0 E1 E2 < 0) (hg : 0 < g)
    (hn0 : 0 < n) (hn2 : n < 2) {μ : ℝ → ℝ}
    (hμ : ∀ β, 0 < β → meanOcc E0 E1 E2 g β (μ β) = n) :
    Tendsto (fun β => β * (μ β - (E2 - E0) / 2)) atTop (𝓝 (Real.log (n / (2 - n)) / 2)) := by
  have h2 : 0 < 2 - n := by linarith
  have hq : 0 < n / (2 - n) := div_pos hn0 h2
  -- the singly occupied state freezes out
  have hb : Tendsto (fun β => (1 - n) * (g * Real.exp (β * (effU E0 E1 E2 / 2))))
      atTop (𝓝 0) := by
    have h := ((exp_decay (c := effU E0 E1 E2 / 2) (by linarith)).const_mul g).const_mul (1 - n)
    rwa [mul_zero, mul_zero] at h
  have hden : 0 + √(0 ^ 2 + 4 * (2 - n) * n) ≠ 0 := by
    have h := Real.sqrt_pos.2 (show 0 < 0 ^ 2 + 4 * (2 - n) * n by nlinarith [mul_pos h2 hn0])
    rw [zero_add]
    exact h.ne'
  have hL : √(n / (2 - n)) = posRoot (2 - n) 0 n := by
    refine eq_posRoot h2.le hn0 (Real.sqrt_pos.2 hq) ?_
    have hc : (2 - n) * (n / (2 - n)) = n := by
      have h2' := h2.ne'
      field_simp
    rw [Real.sq_sqrt hq.le, hc, zero_mul, add_zero]
  have hr := tendsto_posRoot (p := fun _ => 2 - n) tendsto_const_nhds hb hden
  rw [← hL] at hr
  have hl := hr.log (Real.sqrt_pos.2 hq).ne'
  rw [Real.log_sqrt hq.le] at hl
  refine hl.congr' ?_
  filter_upwards [eventually_gt_atTop 0] with β hβ
  rw [← eq_posRoot h2.le hn0 (Real.exp_pos _) ((filling_iff hg).1 (hμ β hβ)), Real.log_exp]
```

## (j) Pinning

Under the same conditions on $U$, $g$ and $n$, show that each $\beta>0$ has exactly one $\mu$ with filling $n$, and that
$$\lim_{\beta\to\infty}\mu(\beta)=\frac{E_2-E_0}{2}.$$

The first claim is (e). For the second, apply (h) to the limit in (i), with $m=(E_2-E_0)/2$.

The Lean statement joins the two claims with `∧`. The second is made for every function `μ : ℝ → ℝ` that keeps the filling at all positive $\beta$; its values elsewhere are arbitrary. `Tendsto μ atTop (𝓝 ((E2 - E0) / 2))` is the limit $\beta\to\infty$, that is, $T\to0$ from above.

```lean
/-- Fermi-level pinning: for `U < 0`, `g > 0` and `0 < n < 2`, each `β > 0` has exactly one
chemical potential with mean occupancy `n`, and it tends to `(E2 - E0)/2` as `β` grows. -/
theorem fermi_level_pinning {E0 E1 E2 g n : ℝ} (hU : effU E0 E1 E2 < 0) (hg : 0 < g)
    (hn0 : 0 < n) (hn2 : n < 2) :
    (∀ β, 0 < β → ∃! μ : ℝ, meanOcc E0 E1 E2 g β μ = n) ∧
      ∀ μ : ℝ → ℝ, (∀ β, 0 < β → meanOcc E0 E1 E2 g β (μ β) = n) →
        Tendsto μ atTop (𝓝 ((E2 - E0) / 2)) :=
  ⟨fun _ hβ => existsUnique_mu E0 E1 E2 hg hβ hn0 hn2,
    fun _ hμ => tendsto_of_scaled (pinning_rate hU hg hn0 hn2 hμ)⟩
```

## (k) The repulsive case below one electron

Now let $U>0$, $g>0$ and $0<n<1$, again with $\mu(\beta)$ keeping the filling at $n$ for all $\beta>0$. Show that
$$\mu(\beta)\to E_1-E_0.$$

Put $z=e^{\beta(\mu-(E_1-E_0))}$. Then $y=e^{-\beta U/2}z$, and (d) becomes
$$(2-n)\,e^{-\beta U}z^2+(1-n)\,g\,z=n.$$
The leading coefficient tends to 0, since now the doubly occupied state freezes out. Because $n<1$, the linear coefficient is positive, and (a) and (c) give $z\to n/[(1-n)g]>0$. So $\ln z=\beta(\mu-(E_1-E_0))$ has a finite limit, and (h) finishes the argument. In the code, `hy` is the substitution and `h'` the new quadratic.

This limit lies $U/2$ below $(E_2-E_0)/2$. It is also the same for all fillings between 0 and 1, but at $n=1$ the chemical potential is $(E_2-E_0)/2$ by (e) and (f). For $U>0$ there is therefore no single limit for the whole range $0<n<2$, unlike in (j).

```lean
/-- For `U > 0`, `g > 0` and filling `0 < n < 1`, the chemical potential tends to `E1 - E0`
as `β` grows. -/
theorem repulsive_limit {E0 E1 E2 g n : ℝ} (hU : 0 < effU E0 E1 E2) (hg : 0 < g)
    (hn0 : 0 < n) (hn1 : n < 1) {μ : ℝ → ℝ}
    (hμ : ∀ β, 0 < β → meanOcc E0 E1 E2 g β (μ β) = n) :
    Tendsto μ atTop (𝓝 (E1 - E0)) := by
  have h2 : 0 < 2 - n := by linarith
  have hb : 0 < (1 - n) * g := mul_pos (by linarith) hg
  -- now the doubly occupied state freezes out
  have hp : Tendsto (fun β => (2 - n) * Real.exp (β * (-(effU E0 E1 E2 / 2))) ^ 2)
      atTop (𝓝 0) := by
    have h := ((exp_decay (c := -(effU E0 E1 E2 / 2)) (by linarith)).pow 2).const_mul (2 - n)
    rwa [zero_pow two_ne_zero, mul_zero] at h
  have hden : (1 - n) * g + √(((1 - n) * g) ^ 2 + 4 * 0 * n) ≠ 0 :=
    (add_pos_of_pos_of_nonneg hb (Real.sqrt_nonneg _)).ne'
  have hr := tendsto_posRoot (b := fun _ => (1 - n) * g) hp tendsto_const_nhds hden
  have hpos : posRoot 0 ((1 - n) * g) n ≠ 0 :=
    (div_pos (by linarith) (add_pos_of_pos_of_nonneg hb (Real.sqrt_nonneg _))).ne'
  refine tendsto_of_scaled ((hr.log hpos).congr' ?_)
  filter_upwards [eventually_gt_atTop 0] with β hβ
  have hy : Real.exp (β * (μ β - (E2 - E0) / 2)) =
      Real.exp (β * (-(effU E0 E1 E2 / 2))) * Real.exp (β * (μ β - (E1 - E0))) := by
    rw [← Real.exp_add]
    congr 1
    unfold effU
    ring
  have hinv : Real.exp (β * (effU E0 E1 E2 / 2)) *
      Real.exp (β * (-(effU E0 E1 E2 / 2))) = 1 := by
    rw [← Real.exp_add, ← mul_add, add_neg_cancel, mul_zero, Real.exp_zero]
  have h := (filling_iff hg).1 (hμ β hβ)
  rw [hy] at h
  have h' : (2 - n) * Real.exp (β * (-(effU E0 E1 E2 / 2))) ^ 2 *
      Real.exp (β * (μ β - (E1 - E0))) ^ 2 +
        (1 - n) * g * Real.exp (β * (μ β - (E1 - E0))) = n := by
    linear_combination h - (1 - n) * g * Real.exp (β * (μ β - (E1 - E0))) * hinv
  rw [← eq_posRoot (mul_nonneg h2.le (sq_nonneg _)) hn0 (Real.exp_pos _) h', Real.log_exp]

end

end FermiLevelPinning
```

```lean
#print axioms FermiLevelPinning.half_filling
#print axioms FermiLevelPinning.fermi_level_pinning
#print axioms FermiLevelPinning.repulsive_limit
```

```
'FermiLevelPinning.half_filling' depends on axioms: [propext, Classical.choice, Quot.sound]
'FermiLevelPinning.fermi_level_pinning' depends on axioms: [propext, Classical.choice, Quot.sound]
'FermiLevelPinning.repulsive_limit' depends on axioms: [propext, Classical.choice, Quot.sound]
```
